# The band condition $|\operatorname{tr}T|\le 2$ for one-dimensional Dirac layers with real potential and mass

Let a massless Dirac particle cross a layer whose potential is complex, so that the layer absorbs or amplifies. For a suitable strength and width its transfer matrix is $T=\mathrm{diag}(2i,-i/2)$. The determinant is 1 and $|\operatorname{tr}T|=3/2$, so the usual trace test reports an allowed band. Yet the eigenvalues have moduli 2 and 1/2, and no wave crosses the layer with only a change of phase. For real potential and mass, current conservation and $\det T=1$ together make the trace real, and the test is then correct.

## From the Dirac equation to the trace

Set $\hbar=c=1$. In a layer with constant mass $M$ and constant $e=E-V$, energy minus potential, the spinor $\psi$ obeys

$$-i\sigma_3\psi'+M\sigma_1\psi=e\psi .$$

Multiplying by $i\sigma_3$ and using $\sigma_3\sigma_1=i\sigma_2$ gives

$$\psi'=G\psi,\qquad G=ie\sigma_3+M\sigma_2 ,$$

so a layer of width $w$ has transfer matrix $T=e^{wG}$.

**Current.** Since $\sigma_2$ and $\sigma_3$ anticommute and $e,M$ are real,

$$G^\dagger\sigma_3+\sigma_3G=(-ie+M\sigma_2\sigma_3)+(ie+M\sigma_3\sigma_2)=0 .$$

Hence $G^\dagger\sigma_3=\sigma_3(-G)$. The same relation holds for all powers, with $(-G)^n$ on the right, and so $e^{wG^\dagger}\sigma_3=\sigma_3e^{-wG}$. Multiplying on the right by $e^{wG}$ gives $T^\dagger\sigma_3T=\sigma_3$, which preserves the current $\psi^\dagger\sigma_3\psi$.

**Determinant.** Let $J=\begin{pmatrix}0&1\\-1&0\end{pmatrix}$. Let $\top$ denote the transpose. For any two-by-two matrix $G$, $G^{\top}J+JG=(\operatorname{tr}G)J$, which vanishes here. The same argument gives $T^{\top}JT=J$. The left side is always $(\det T)J$, so $\det T=1$.

**Stacks.** The spinor is continuous at each interface, so the layer matrices multiply. Determinants multiply too, and

$$(AB)^\dagger\sigma_3AB=B^\dagger(A^\dagger\sigma_3A)B=B^\dagger\sigma_3B=\sigma_3 .$$

**Real trace.** For such a product $T$, the inverse is the adjugate, so $T^\dagger\sigma_3=\sigma_3\operatorname{adj}T$. With indices starting at 0, the upper left entry reads $\overline{T_{00}}=T_{11}$. Therefore $\operatorname{tr}T=2\operatorname{Re}T_{00}$.

**Bands.** An eigenvalue $z$ satisfies $z^2-(\operatorname{tr}T)z+1=0$. It is nonzero, so $\operatorname{tr}T=z+z^{-1}$, and with $z=e^{ik}$

$$\operatorname{tr}T=2\cos k .$$

If $|z|=1$, then $k$ is real and $|\operatorname{tr}T|\le2$. Conversely, if the real number $\operatorname{tr}T$ lies in $[-2,2]$, then $k=\arccos(\operatorname{tr}T/2)$ is real and $e^{ik}$ is an eigenvalue of modulus one.

For a non-interacting Dirac particle in a one-dimensional periodic structure with piecewise constant real potential and mass, this reduces the search for bands to one trace per energy. Nothing is assumed about the sign of $e$ or its size relative to $M$, so layers in the Klein regime are included.

## Layers, cells and Bloch factors in Lean

```lean
import Mathlib

open Matrix
open Complex (I)

namespace DiracKronigPenney

noncomputable section
```

Spinors are functions `Fin 2 → ℂ`, and the Pauli matrices have their standard form.

```lean
/-- Complex two-by-two matrices, acting on two-component spinors. -/
abbrev Mat := Matrix (Fin 2) (Fin 2) ℂ

/-- The Pauli matrix `σ₁`. -/
def σ₁ : Mat := !![0, 1; 1, 0]

/-- The Pauli matrix `σ₂`. -/
def σ₂ : Mat := !![0, -I; I, 0]

/-- The Pauli matrix `σ₃`. -/
def σ₃ : Mat := !![1, 0; 0, -1]
```

The generator is $G$ above. Its arguments are real numbers, which excludes absorption and gain, and `layerMatrix` is the actual matrix exponential.

```lean
/-- The generator `i e σ₃ + M σ₂` of translations in a region with energy minus potential `e`
and mass `M`. -/
def generator (e M : ℝ) : Mat := (I * e) • σ₃ + (M : ℂ) • σ₂

/-- The transfer matrix `exp (w (i e σ₃ + M σ₂))` of a uniform layer of width `w`. -/
def layerMatrix (e M w : ℝ) : Mat := NormedSpace.exp (w • generator e M)
```

Each layer carries its own three parameters. The width may be any real number; a negative one propagates backwards.

```lean
/-- A uniform layer: energy minus potential `e`, mass `M` and width `w`. -/
structure Layer where
  e : ℝ
  M : ℝ
  w : ℝ
```

The head of the list is the leftmost factor, so it acts last on the spinor. The empty list gives the identity matrix, with trace 2 and eigenvalue 1.

```lean
/-- The transfer matrix of a stack of layers, the ordered product of the layer matrices. -/
def cell (L : List Layer) : Mat := (L.map fun l => layerMatrix l.e l.M l.w).prod

/-- The Dirac current `ψᴴ σ₃ ψ` of a spinor. -/
def current (ψ : Fin 2 → ℂ) : ℂ := star ψ ⬝ᵥ (σ₃ *ᵥ ψ)
```

`HasBlochWave T z` says that $z$ is an eigenvalue of $T$. In a periodic repetition of the cell, $k$ in $z=e^{ik}$ is the phase per period. The infinite lattice itself is not modelled: the statements concern one finite cell at fixed energy.

```lean
/-- Some nonzero spinor is multiplied by the factor `z` when it crosses the cell `T`. -/
def HasBlochWave (T : Mat) (z : ℂ) : Prop := ∃ ψ : Fin 2 → ℂ, ψ ≠ 0 ∧ T *ᵥ ψ = z • ψ
```

## Conservation laws through the exponential

The first lemma carries the relation $BK=KA$ over to exponentials. It writes $B=KAK^{-1}$ and uses the fact that the exponential respects conjugation.

```lean
/-- If an invertible `K` intertwines two generators, it intertwines their exponentials. -/
theorem exp_intertwine {K A B : Mat} (hK : IsUnit K.det) (h : B * K = K * A) :
    NormedSpace.exp B * K = K * NormedSpace.exp A := by
  have hB : B = K * A * K⁻¹ := by
    rw [← h, Matrix.mul_assoc, Matrix.mul_nonsing_inv K hK, Matrix.mul_one]
  rw [hB, Matrix.exp_conj K A ((Matrix.isUnit_iff_isUnit_det K).2 hK), Matrix.mul_assoc,
    Matrix.nonsing_inv_mul K hK, Matrix.mul_one]
```

The next theorem ties the matrix to the physics: at every $x$ the propagated spinor has a derivative, and that derivative satisfies the Dirac equation. The proof differentiates the exponential and applies the linear map $A\mapsto A\psi_0$. It then checks the two components using $i^2=-1$.

```lean
/-- The layer matrix propagates spinors by the Dirac equation `-i σ₃ ψ' + M σ₁ ψ = e ψ`. -/
theorem layer_solves_dirac (e M : ℝ) (ψ₀ : Fin 2 → ℂ) (x : ℝ) :
    ∃ dψ : Fin 2 → ℂ, HasDerivAt (fun y : ℝ => layerMatrix e M y *ᵥ ψ₀) dψ x ∧
      (-I) • (σ₃ *ᵥ dψ) + (M : ℂ) • (σ₁ *ᵥ (layerMatrix e M x *ᵥ ψ₀))
        = (e : ℂ) • (layerMatrix e M x *ᵥ ψ₀) := by
  refine ⟨generator e M *ᵥ (layerMatrix e M x *ᵥ ψ₀), ?_, ?_⟩
  · -- differentiate the exponential, then apply it to the initial spinor
    let : NormedRing Mat := Matrix.linftyOpNormedRing
    let : NormedAlgebra ℝ Mat := Matrix.linftyOpNormedAlgebra
    have h := hasDerivAt_exp_smul_const' (generator e M) x
    let ev : Mat →ₗ[ℝ] (Fin 2 → ℂ) :=
      { toFun := fun A => A *ᵥ ψ₀
        map_add' := fun A B => Matrix.add_mulVec A B ψ₀
        map_smul' := fun c A => Matrix.smul_mulVec c A ψ₀ }
    rw [Matrix.mulVec_mulVec]
    exact (LinearMap.toContinuousLinearMap ev).hasFDerivAt.comp_hasDerivAt x h
  · generalize layerMatrix e M x *ᵥ ψ₀ = φ
    ext i
    fin_cases i
    · simp [generator, σ₁, σ₂, σ₃, dotProduct, Fin.sum_univ_two]
      linear_combination (M * φ 1 - e * φ 0) * Complex.I_sq
    · simp [generator, σ₁, σ₂, σ₃, dotProduct, Fin.sum_univ_two]
      linear_combination (M * φ 0 - e * φ 1) * Complex.I_sq
```

Inside the following proof, `form` is the argument used twice above: if $BK+KA=0$ with $K$ invertible, then $e^BKe^A=K$. It is applied with $K=J$ for the determinant and with $K=\sigma_3$ for the current. The determinant is read off from the entry with indices 0 and 1.

```lean
/-- A layer matrix has determinant one and satisfies `Tᴴ σ₃ T = σ₃`. -/
theorem layer_pseudo_unitary (e M w : ℝ) :
    (layerMatrix e M w).det = 1 ∧
      (layerMatrix e M w)ᴴ * σ₃ * layerMatrix e M w = σ₃ := by
  -- a form annihilated by the generator is preserved by the exponential
  have form : ∀ K A B : Mat, IsUnit K.det → B * K + K * A = 0 →
      NormedSpace.exp B * K * NormedSpace.exp A = K := by
    intro K A B hK h
    have h' : B * K = K * (-A) := by
      rw [mul_neg]
      exact eq_neg_of_add_eq_zero_left h
    rw [exp_intertwine hK h', Matrix.mul_assoc,
      ← Matrix.exp_add_of_commute _ _ ((Commute.refl A).neg_left), neg_add_cancel,
      NormedSpace.exp_zero, Matrix.mul_one]
  constructor
  · -- the antisymmetric form measures the determinant
    have h : (layerMatrix e M w)ᵀ * !![0, 1; -1, 0] * layerMatrix e M w = !![0, 1; -1, 0] := by
      unfold layerMatrix
      rw [← Matrix.exp_transpose]
      apply form
      · simp [Matrix.det_fin_two]
      · ext i j
        fin_cases i <;> fin_cases j <;>
          simp [generator, σ₂, σ₃, Matrix.mul_apply, Fin.sum_univ_two]
    generalize layerMatrix e M w = T at h ⊢
    have h01 := congrFun (congrFun h 0) 1
    simp [Matrix.mul_apply, Fin.sum_univ_two] at h01
    rw [Matrix.det_fin_two]
    linear_combination h01
  · unfold layerMatrix
    rw [← Matrix.exp_conjTranspose]
    apply form
    · simp [σ₃, Matrix.det_fin_two]
    · ext i j
      fin_cases i <;> fin_cases j <;>
        simp [generator, σ₂, σ₃, Matrix.mul_apply, Fin.sum_univ_two]
```

Induction on the list extends both properties to stacks, and the `calc` block is the regrouping shown for $AB$.

```lean
/-- Every finite stack of layers has determinant one and satisfies `Tᴴ σ₃ T = σ₃`. -/
theorem cell_pseudo_unitary (L : List Layer) :
    (cell L).det = 1 ∧ (cell L)ᴴ * σ₃ * cell L = σ₃ := by
  induction L with
  | nil => simp [cell]
  | cons l L ih =>
    have hc : cell (l :: L) = layerMatrix l.e l.M l.w * cell L := by simp [cell]
    obtain ⟨hd, hf⟩ := layer_pseudo_unitary l.e l.M l.w
    rw [hc]
    generalize layerMatrix l.e l.M l.w = A at hd hf ⊢
    refine ⟨by rw [Matrix.det_mul, hd, ih.1, one_mul], ?_⟩
    calc (A * cell L)ᴴ * σ₃ * (A * cell L)
        = (cell L)ᴴ * (Aᴴ * σ₃ * A) * cell L := by
          rw [Matrix.conjTranspose_mul]
          simp only [Matrix.mul_assoc]
      _ = σ₃ := by rw [hf, ih.2]
```

## Real trace and the band condition

Here `h` is the identity $T^\dagger\sigma_3=\sigma_3\operatorname{adj}T$, and `h00` is its upper left entry.

```lean
/-- The transfer matrix of a finite stack of layers has real trace. -/
theorem cell_trace_real (L : List Layer) : (cell L).trace.im = 0 := by
  obtain ⟨hd, hf⟩ := cell_pseudo_unitary L
  generalize cell L = T at hd hf ⊢
  -- the inverse of `T` is both its adjugate and `σ₃ Tᴴ σ₃`
  have h : Tᴴ * σ₃ = σ₃ * T.adjugate := by
    calc Tᴴ * σ₃ = Tᴴ * σ₃ * (T * T.adjugate) := by
          rw [Matrix.mul_adjugate, hd, one_smul, Matrix.mul_one]
      _ = Tᴴ * σ₃ * T * T.adjugate := by simp only [Matrix.mul_assoc]
      _ = σ₃ * T.adjugate := by rw [hf]
  have h00 := congrFun (congrFun h 0) 0
  simp [σ₃, Matrix.mul_apply, Matrix.adjugate_fin_two, Fin.sum_univ_two] at h00
  rw [Matrix.trace_fin_two, ← h00]
  simp
```

The dispersion relation allows complex $k$, so it also describes the growing and decaying solutions in a gap. In the proof, `h1` turns the eigenvalue condition into a vanishing determinant, and `h2` expands that determinant. The last two `linear_combination` steps pass between the quadratic equation and $\operatorname{tr}T=z+z'$, where $z'=e^{-ik}$ and $zz'=1$.

```lean
/-- Dispersion relation: a stack has a Bloch wave with factor `exp (i k)`, `k` real or complex,
exactly when its trace is `2 cos k`. -/
theorem bloch_dispersion (L : List Layer) (k : ℂ) :
    HasBlochWave (cell L) (Complex.exp (k * I)) ↔ (cell L).trace = 2 * Complex.cos k := by
  have hd := (cell_pseudo_unitary L).1
  generalize cell L = T at hd ⊢
  have hz : Complex.exp (k * I) * Complex.exp (-k * I) = 1 := by
    rw [← Complex.exp_add]
    simp
  rw [Complex.two_cos]
  generalize Complex.exp (k * I) = z at hz ⊢
  generalize Complex.exp (-k * I) = z' at hz ⊢
  have h1 : HasBlochWave T z ↔ (T - z • (1 : Mat)).det = 0 := by
    rw [← Matrix.exists_mulVec_eq_zero_iff]
    simp only [HasBlochWave, Matrix.sub_mulVec, Matrix.smul_mulVec, Matrix.one_mulVec,
      sub_eq_zero]
  -- the characteristic polynomial of a matrix with determinant one
  have h2 : (T - z • (1 : Mat)).det = z ^ 2 - T.trace * z + 1 := by
    rw [Matrix.det_fin_two] at hd ⊢
    rw [Matrix.trace_fin_two]
    simp
    linear_combination hd
  rw [h1, h2]
  constructor
  · intro h
    linear_combination (-z') * h + (z - T.trace) * hz
  · intro h
    linear_combination (-z) * h - hz
```

The final theorem collects current conservation for every spinor, the real trace and the band criterion, with band edges included. In the criterion, `‖(cell L).trace‖` is the complex modulus. One direction takes $k=\arg z$ and bounds the cosine. The other takes the arccosine of half the real part of the trace, and needs `cell_trace_real` to match the imaginary parts, which is where the complex potential of the opening example fails.

```lean
/-- Dirac-Kronig-Penney band condition: every finite stack of layers conserves the current, has
real trace, and has an eigenvalue of modulus one exactly when `|tr T| ≤ 2`. -/
theorem band_condition (L : List Layer) :
    (∀ ψ, current (cell L *ᵥ ψ) = current ψ) ∧ (cell L).trace.im = 0 ∧
      ((∃ z : ℂ, ‖z‖ = 1 ∧ HasBlochWave (cell L) z) ↔ ‖(cell L).trace‖ ≤ 2) := by
  refine ⟨fun ψ => ?_, cell_trace_real L, ?_, ?_⟩
  · unfold current
    rw [Matrix.star_mulVec, ← Matrix.dotProduct_mulVec]
    simp only [Matrix.mulVec_mulVec, ← Matrix.mul_assoc, (cell_pseudo_unitary L).2]
  · -- a factor of modulus one is a phase, so the trace is twice a cosine
    rintro ⟨z, hz, hb⟩
    have harg := Complex.norm_mul_exp_arg_mul_I z
    rw [hz, Complex.ofReal_one, one_mul] at harg
    rw [← harg, bloch_dispersion] at hb
    rw [hb, ← Complex.ofReal_cos, norm_mul, Complex.norm_real, Real.norm_eq_abs,
      Complex.norm_ofNat]
    linarith [Real.abs_cos_le_one z.arg]
  · -- conversely the Bloch phase is the arccosine of half the trace
    intro h
    have hre := abs_le.1 ((Complex.abs_re_le_norm (cell L).trace).trans h)
    refine ⟨Complex.exp ((Real.arccos ((cell L).trace.re / 2) : ℝ) * I),
      Complex.norm_exp_ofReal_mul_I _, ?_⟩
    rw [bloch_dispersion, ← Complex.ofReal_cos,
      Real.cos_arccos (by linarith [hre.1]) (by linarith [hre.2])]
    apply Complex.ext
    · simp
      ring
    · simp [cell_trace_real L]

end

end DiracKronigPenney
```

```lean
#print axioms DiracKronigPenney.layer_solves_dirac
-- 'DiracKronigPenney.layer_solves_dirac' depends on axioms: [propext, Classical.choice, Quot.sound]
#print axioms DiracKronigPenney.band_condition
-- 'DiracKronigPenney.band_condition' depends on axioms: [propext, Classical.choice, Quot.sound]
```
